# A polynomial observable Poisson-commutes with all positions and momenta exactly when the field's characteristic divides all its exponents

The theorem `commutes_iff_exponents` concerns polynomials in finitely many pairs of positions and momenta, with coefficients in a field of characteristic `r`. It says that such a polynomial has zero canonical Poisson bracket with every position and every momentum exactly when `r` divides every exponent in each monomial that occurs in it. In characteristic zero this leaves only the constants, while in characteristic p it also allows polynomials in the p-th powers of the coordinates. The proof first turns the bracket condition into the vanishing of all formal partial derivatives, then compares coefficients, using the fact that differentiation multiplies each coefficient by the exponent it lowers.

In Lean, a first try:

```lean
import Mathlib

open MvPolynomial

namespace PoissonCommutant

noncomputable section

variable {ι R K : Type*} [CommRing R] [Field K]

/-- The position coordinate `q_i` as a polynomial observable. -/
def position (i : ι) : MvPolynomial (ι ⊕ ι) R := X (Sum.inl i)

/-- The momentum coordinate `p_i` as a polynomial observable. -/
def momentum (i : ι) : MvPolynomial (ι ⊕ ι) R := X (Sum.inr i)

/-- The canonical Poisson bracket
`{f, g} = ∑ i, (∂f/∂q_i ∂g/∂p_i - ∂f/∂p_i ∂g/∂q_i)` of polynomial observables. -/
def bracket [Fintype ι] (f g : MvPolynomial (ι ⊕ ι) R) : MvPolynomial (ι ⊕ ι) R :=
  ∑ i, (pderiv (Sum.inl i) f * pderiv (Sum.inr i) g
    - pderiv (Sum.inr i) f * pderiv (Sum.inl i) g)

/-- The bracket with a position is minus the derivative along the conjugate momentum. -/
theorem bracket_position [Fintype ι] (f : MvPolynomial (ι ⊕ ι) R) (i : ι) :
    bracket f (position i) = -pderiv (Sum.inr i) f := by
  unfold bracket position
  rw [Finset.sum_eq_single i]
  · rw [pderiv_X_self, pderiv_X_of_ne (by simp)]
    ring
  · intro j _ hj
    rw [pderiv_X_of_ne (i := Sum.inr j) (by simp),
      pderiv_X_of_ne (i := Sum.inl j) (fun h => hj (Sum.inl.inj h).symm)]
    ring
  · intro h
    exact absurd (Finset.mem_univ i) h

/-- The bracket with a momentum is the derivative along the conjugate position. -/
theorem bracket_momentum [Fintype ι] (f : MvPolynomial (ι ⊕ ι) R) (i : ι) :
    bracket f (momentum i) = pderiv (Sum.inl i) f := by
  unfold bracket momentum
  rw [Finset.sum_eq_single i]
  · rw [pderiv_X_self, pderiv_X_of_ne (by simp)]
    ring
  · intro j _ hj
    rw [pderiv_X_of_ne (i := Sum.inl j) (by simp),
      pderiv_X_of_ne (i := Sum.inr j) (fun h => hj (Sum.inr.inj h).symm)]
    ring
  · intro h
    exact absurd (Finset.mem_univ i) h

/-- An observable Poisson-commutes with all positions and momenta exactly when all its formal
partial derivatives are the zero polynomial. -/
theorem commutes_iff_partials_zero [Fintype ι] (f : MvPolynomial (ι ⊕ ι) R) :
    (∀ i, bracket f (position i) = 0 ∧ bracket f (momentum i) = 0) ↔
      ∀ k, pderiv k f = 0 := by
  simp only [bracket_position, bracket_momentum, neg_eq_zero]
  constructor
  · rintro h (i | i)
    · exact (h i).2
    · exact (h i).1
  · intro h i
    exact ⟨h _, h _⟩

/-- Each coefficient of a partial derivative is the coefficient of the monomial with one
more power of the variable, times that raised exponent. -/
theorem coeff_partial {σ : Type*} (k : σ) (f : MvPolynomial σ R) (m : σ →₀ ℕ) :
    coeff m (pderiv k f) = coeff (m + Finsupp.single k 1) f * ((m k : R) + 1) := by
  classical
  induction f using MvPolynomial.induction_on'
  · rename_i u a
    rw [pderiv_monomial, coeff_monomial, coeff_monomial]
    by_cases h : u = m + Finsupp.single k 1
    · subst h
      simp
    · rw [if_neg h, zero_mul]
      by_cases hu : u k = 0
      · simp [hu]
      · rw [if_neg]
        intro h'
        apply h
        rw [← h']
        exact (tsub_add_cancel_of_le
          (Finsupp.single_le_iff.mpr (Nat.one_le_iff_ne_zero.mpr hu))).symm
  · rename_i a b ha hb
    simp only [map_add, coeff_add, ha, hb, add_mul]

/-- Over a field of characteristic `r` (zero or prime), an observable Poisson-commutes with
all positions and momenta exactly when `r` divides every exponent in its monomials. -/
theorem commutes_iff_exponents [Fintype ι] (r : ℕ) [CharP K r]
    (f : MvPolynomial (ι ⊕ ι) K) :
    (∀ i, bracket f (position i) = 0 ∧ bracket f (momentum i) = 0) ↔
      ∀ m ∈ f.support, ∀ k, r ∣ m k := by
  rw [commutes_iff_partials_zero]
  constructor
  · intro h m hm k
    by_cases hk : m k = 0
    · rw [hk]
      exact dvd_zero r
    -- lower the exponent of variable `k` by one and read off that coefficient
    have hs : m - Finsupp.single k 1 + Finsupp.single k 1 = m :=
      tsub_add_cancel_of_le (Finsupp.single_le_iff.mpr (Nat.one_le_iff_ne_zero.mpr hk))
    have h1 := coeff_partial k f (m - Finsupp.single k 1)
    have h2 : (((m - Finsupp.single k 1) k : ℕ) : K) + 1 = (m k : K) := by
      have h3 := DFunLike.congr_fun hs k
      rw [Finsupp.add_apply, Finsupp.single_eq_same] at h3
      rw [← h3, Nat.cast_add, Nat.cast_one]
    rw [h k, hs, coeff_zero, h2] at h1
    exact (CharP.cast_eq_zero_iff K r (m k)).mp
      ((mul_eq_zero.mp h1.symm).resolve_left (mem_support_iff.mp hm))
  · intro h k
    refine MvPolynomial.ext _ _ fun m => ?_
    rw [coeff_partial, coeff_zero]
    by_cases hc : coeff (m + Finsupp.single k 1) f = 0
    · rw [hc, zero_mul]
    · -- the raised exponent is a multiple of `r`, hence zero in the field
      have h1 := h _ (mem_support_iff.mpr hc) k
      rw [Finsupp.add_apply, Finsupp.single_eq_same] at h1
      have h2 := (CharP.cast_eq_zero_iff K r _).mpr h1
      rw [Nat.cast_add, Nat.cast_one] at h2
      rw [h2, mul_zero]

end

end PoissonCommutant
```

Lean reports:

```
Main.lean:103:16: error: Function expected at
  m - fun₀ | k => 1
but this term has type
  ?m.150

Note: Expected a function because this term is being applied to the argument
  k
Main.lean:103:72: error: unsolved goals
ι : Type u_1
K : Type u_3
inst✝² : Field K
inst✝¹ : Fintype ι
r : ℕ
inst✝ : CharP K r
f : MvPolynomial (ι ⊕ ι) K
h : ∀ (k : ι ⊕ ι), (pderiv k) f = 0
m : ι ⊕ ι →₀ ℕ
hm : m ∈ f.support
k : ι ⊕ ι
hk : ¬m k = 0
hs : ((m - fun₀ | k => 1) + fun₀ | k => 1) = m
h1 :
  coeff (m - fun₀ | k => 1) ((pderiv k) f) =
    coeff ((m - fun₀ | k => 1) + fun₀ | k => 1) f * (↑((m - fun₀ | k => 1) k) + 1)
h3 : (m - fun₀ | k => 1) k + 1 = m k
⊢ ↑sorry + 1 = ↑((m - fun₀ | k => 1) k) + 1
```

Both errors come from the statement of `h2`, which applies the difference `m - Finsupp.single k 1` to the variable `k` to read off an exponent. To accept this, Lean must know that the difference is a finitely supported function, which can be coerced to an ordinary function. When it reached the argument `k`, however, the type of the difference was still the unknown `?m.150`, so it reported "Function expected".

The second error follows from the first. Lean put `sorry` in place of the term it could not elaborate, and after the rewrites the left side of the goal contained that `sorry` where the right side had the real exponent. The two sides did not match, so the goal stayed open.

The repair writes the type `ι ⊕ ι →₀ ℕ` on the difference. Lean can then apply it to `k`, the `sorry` disappears, and the existing rewrites make the two sides identical, which closes the goal. The mathematics and the proof steps are unchanged.

Lean accepts the file once it reads:

```diff
@@ -101,5 +101,5 @@
       tsub_add_cancel_of_le (Finsupp.single_le_iff.mpr (Nat.one_le_iff_ne_zero.mpr hk))
     have h1 := coeff_partial k f (m - Finsupp.single k 1)
-    have h2 : (((m - Finsupp.single k 1) k : ℕ) : K) + 1 = (m k : K) := by
+    have h2 : (((m - Finsupp.single k 1 : ι ⊕ ι →₀ ℕ) k : ℕ) : K) + 1 = (m k : K) := by
       have h3 := DFunLike.congr_fun hs k
       rw [Finsupp.add_apply, Finsupp.single_eq_same] at h3
```
